# For a diagonal change D at a single site, D(1 − G) squares to a multiple of itself

On a finite set of sites, let D be the diagonal matrix whose only possibly nonzero entry is d, at site k, so that it describes a change confined to that site. The theorem `kick_sq` says that X = D(1 − G) satisfies X² = d(1 − G_kk) X. Here G is any square matrix over any field, with no assumption that it is Hermitian, invertible or derived from a particular Hamiltonian. The proof compares the two sides entry by entry, reduces the sum in the matrix product to its term at k, and then treats row k and the other rows separately.

Lean 4 with Mathlib refuses this proof:

```lean
import Mathlib

namespace KickSq

noncomputable section

variable {n F : Type*} [Fintype n] [DecidableEq n] [Field F]

/-- The local change `D = d e_k e_kᵀ`: a diagonal matrix with the single entry `d` at site `k`. -/
def fieldKick (k : n) (d : F) : Matrix n n F := Matrix.diagonal (Pi.single k d)

/-- The matrix `X = D (1 - G)` satisfies `X² = d (1 - G_kk) X`. -/
theorem kick_sq (G : Matrix n n F) (k : n) (d : F) :
    fieldKick k d * (1 - G) * (fieldKick k d * (1 - G)) =
      (d * (1 - G k k)) • (fieldKick k d * (1 - G)) := by
  ext i j
  rw [Matrix.mul_apply, Finset.sum_eq_single k]
  · simp only [fieldKick, Matrix.diagonal_mul, Matrix.smul_apply, smul_eq_mul]
    rcases eq_or_ne i k with rfl | hi
    · simp only [Pi.single_eq_same, Matrix.sub_apply, Matrix.one_apply_eq]
      ring
    · simp [Pi.single_eq_of_ne hi]
  · intro x _ hx
    simp [fieldKick, Matrix.diagonal_mul, Pi.single_eq_of_ne hx]
  · intro h
    exact absurd (Finset.mem_univ k) h

end

end KickSq
```

Compiling this gives:

```
Main.lean:21:6: error: No goals to be solved
```

What went wrong. The message "No goals to be solved" points at `ring`, in the case where the row index i equals k. Nothing was left for it to prove, because the `simp only` on the line before had already closed the goal.

In this case `Pi.single_eq_same` turns the diagonal entries of D into d, while `Matrix.sub_apply` and `Matrix.one_apply_eq` turn the diagonal entry of 1 − G into 1 − G_kk. Both sides then read d(1 − G_kk) · (d · (1 − G)_kj), with the last entry expanded in the same way on each side. Even the order and bracketing of the factors agree, so no algebraic rearrangement is needed, and `simp only` closes the equation by reflexivity. A further tactic in that branch is therefore an error.

The diff deletes `ring` and changes nothing else, so the branch ends where its goal is closed.

This version goes through:

```diff
@@ -19,5 +19,4 @@
     rcases eq_or_ne i k with rfl | hi
     · simp only [Pi.single_eq_same, Matrix.sub_apply, Matrix.one_apply_eq]
-      ring
     · simp [Pi.single_eq_of_ne hi]
   · intro x _ hx
```
